# A hydrogenic 1s electron is beyond its classical turning point with probability $13e^{-4}$

An electron bound to a nucleus of charge $Z$ with energy $-Z^2/2$ could, in classical mechanics, move out only to the distance where its potential energy equals its total energy. The quantum-mechanical 1s electron is also found farther out. How often?

In atomic units, the probability of finding it farther than $R$ from the nucleus is

$$P(R)=(1+2ZR+2Z^2R^2)\,e^{-2ZR},\qquad Z>0,\ R\ge 0.$$

At the turning point $R=2/Z$ this is $13e^{-4}\approx 0.238$ for every $Z>0$. The letter $R$ is a radius here, not the radial function $R_{nl}$. The model is one non-relativistic electron around a fixed point nucleus. Within it, the formula gives an exact value with which the tail of a basis-set expansion or of a radial grid can be compared.

## The orbital, the potential and the energy

```lean
import Mathlib

open MeasureTheory Set Filter Topology
open scoped Real

namespace HydrogenicTail

noncomputable section

/-- Three-dimensional Euclidean space, with the nucleus at the origin. -/
abbrev Space := EuclideanSpace ℝ (Fin 3)
```

`Space` is the set of points with three real coordinates and the usual Euclidean length. The nucleus sits at the origin, so the distance $r$ is the norm `‖x‖`.

```lean
/-- The hydrogenic 1s orbital for nuclear charge `Z > 0`, in atomic units. -/
def orbital1s (Z : ℝ) (x : Space) : ℝ :=
  Real.sqrt (Z ^ 3 / π) * Real.exp (-(Z * ‖x‖))
```

This is the 1s orbital $\psi(x)=\sqrt{Z^3/\pi}\;e^{-Z\lVert x\rVert}$. It is a definition: Lean is told what the function is, and its properties are proved later.

```lean
/-- The integral of the squared 1s orbital over all points farther than `R` from the nucleus. -/
def probBeyond (Z R : ℝ) : ℝ :=
  ∫ x in {x : Space | R < ‖x‖}, orbital1s Z x ^ 2
```

`probBeyond Z R` is the volume integral

$$P(R)=\int_{\lVert x\rVert>R}\psi(x)^2\,d^3x .$$

The orbital is real, so $\psi^2$ is $|\psi|^2$. Born's rule makes the integral a probability once $\psi$ is normalised, which is shown below.

```lean
/-- The Coulomb potential energy of the electron at distance `r ≠ 0` from the nucleus. -/
def coulomb (Z r : ℝ) : ℝ := -Z / r
```

The potential energy is $V(r)=-Z/r$.

```lean
/-- The 1s energy in atomic units. -/
def energy1s (Z : ℝ) : ℝ := -Z ^ 2 / 2
```

The energy is $E=-Z^2/2$; Lean reads `-Z ^ 2` as $-(Z^2)$. So far nothing connects this number with the orbital.

## The radial equation ties the energy to the orbital

```lean
/-- The derivative of a decaying exponential. -/
lemma hasDerivAt_decay (a r : ℝ) :
    HasDerivAt (fun r => Real.exp (-(a * r))) (-(a * Real.exp (-(a * r)))) r :=
  (((hasDerivAt_id' r).const_mul a).fun_neg.exp).congr_deriv (by ring)
```

The statement stands before `:=` and its proof after it. `HasDerivAt f c r` says that the function $f$ has derivative $c$ at the point $r$. Here $\frac{d}{dr}e^{-ar}=-a\,e^{-ar}$, by the chain rule.

```lean
/-- The function `r exp(-Zr)` solves the radial Schrödinger equation for zero angular momentum
with energy `-Z²/2`, at every `r ≠ 0`. -/
theorem radial_schrodinger (Z : ℝ) {r : ℝ} (hr : r ≠ 0) :
    -(1 / 2) * deriv (deriv fun s => s * Real.exp (-(Z * s))) r
      + coulomb Z r * (r * Real.exp (-(Z * r)))
      = energy1s Z * (r * Real.exp (-(Z * r))) := by
  have h1 : (deriv fun s => s * Real.exp (-(Z * s)))
      = fun s => (1 - Z * s) * Real.exp (-(Z * s)) := by
    funext s
    exact (((hasDerivAt_id' s).fun_mul (hasDerivAt_decay Z s)).congr_deriv (by ring)).deriv
  have h2 : HasDerivAt (fun s => (1 - Z * s) * Real.exp (-(Z * s)))
      ((Z ^ 2 * r - 2 * Z) * Real.exp (-(Z * r))) r :=
    ((((hasDerivAt_id' r).const_mul Z).const_sub 1).fun_mul
      (hasDerivAt_decay Z r)).congr_deriv (by ring)
  have h3 : -Z / r * (r * Real.exp (-(Z * r))) = -Z * Real.exp (-(Z * r)) := by
    field_simp
  rw [h1, h2.deriv, coulomb, energy1s]
  linear_combination h3
```

For zero angular momentum, the radial equation for $u(r)=r\,\psi$ is

$$-\tfrac12u''(r)+V(r)\,u(r)=E\,u(r).$$

The code uses the unnormalised $u=re^{-Zr}$; the function normalised by $\int_0^\infty u^2\,dr=1$ is $2Z^{3/2}re^{-Zr}=\sqrt{4\pi}\,r\psi$, and constant factors drop out of the equation. By hand,

$$u'=(1-Zr)e^{-Zr},\qquad u''=(Z^2r-2Z)e^{-Zr},\qquad Vu=-Ze^{-Zr}.$$

Hence

$$-\tfrac12u''+Vu=\left(Z-\tfrac12Z^2r-Z\right)e^{-Zr}=-\tfrac12Z^2\,re^{-Zr}=Eu.$$

The three facts `h1`, `h2` and `h3` are these three formulas, and `linear_combination` does the final algebra. The hypothesis `hr` keeps $r$ away from the nucleus.

One fact about the model is taken over from textbooks and not proved here: for $Z>0$, the orbital $\psi$, which is proportional to $u/r$, is the ground state of the full three-dimensional Hamiltonian.

## The radial integral

```lean
/-- Minus the closed-form tail is an antiderivative of the 1s radial density. -/
theorem hasDerivAt_tail (Z r : ℝ) :
    HasDerivAt (fun r => -((1 + 2 * Z * r + 2 * Z ^ 2 * r ^ 2) * Real.exp (-(2 * Z * r))))
      (4 * Z ^ 3 * r ^ 2 * Real.exp (-(2 * Z * r))) r := by
  have hp : HasDerivAt (fun r : ℝ => 1 + 2 * Z * r + 2 * Z ^ 2 * r ^ 2)
      (2 * Z + 4 * Z ^ 2 * r) r :=
    ((((hasDerivAt_id' r).const_mul (2 * Z)).const_add 1).fun_add
      ((hasDerivAt_pow 2 r).const_mul (2 * Z ^ 2))).congr_deriv (by push_cast; ring)
  exact ((hp.fun_mul (hasDerivAt_decay (2 * Z) r)).fun_neg).congr_deriv (by ring)
```

The radial density is the square of the normalised $u$, that is, $4Z^3r^2e^{-2Zr}$. With $t=2Zr$ its integral becomes that of $\tfrac12t^2e^{-t}$, and two integrations by parts give the antiderivative $-(1+t+\tfrac12t^2)e^{-t}$. The theorem checks this by differentiating:

$$\frac{d}{dr}\left[-(1+2Zr+2Z^2r^2)e^{-2Zr}\right]
=\left[-(2Z+4Z^2r)+2Z(1+2Zr+2Z^2r^2)\right]e^{-2Zr}
=4Z^3r^2e^{-2Zr}.$$

In the proof, `hp` differentiates the polynomial, the product rule brings in the exponential, and `ring` collects the terms.

```lean
/-- For `Z > 0` the closed-form tail vanishes at infinite distance. -/
theorem tendsto_tail {Z : ℝ} (hZ : 0 < Z) :
    Tendsto (fun r => (1 + 2 * Z * r + 2 * Z ^ 2 * r ^ 2) * Real.exp (-(2 * Z * r)))
      atTop (𝓝 0) := by
  have hs : Tendsto (fun r : ℝ => 2 * Z * r) atTop atTop :=
    tendsto_id.const_mul_atTop (by positivity)
  have h := fun n : ℕ => (Real.tendsto_pow_mul_exp_neg_atTop_nhds_zero n).comp hs
  have h3 := ((h 0).add (h 1)).add ((h 2).const_mul (1 / 2))
  rw [show (0 : ℝ) + 0 + 1 / 2 * 0 = 0 by norm_num] at h3
  refine h3.congr fun r => ?_
  simp only [Function.comp_apply]
  ring
```

The hypothesis `hZ : 0 < Z` is a named assumption that the proof can use. `Tendsto … atTop (𝓝 0)` says that the expression tends to $0$ as $r\to\infty$. In terms of $t=2Zr$, the expression is

$$e^{-t}+t\,e^{-t}+\tfrac12t^2e^{-t},$$

and each term vanishes as $t\to\infty$. The proof takes the limit of $t^ne^{-t}$ from Mathlib for $n=0,1,2$ and adds the three with weights $1$, $1$ and $\tfrac12$. At $Z=0$ the expression would be $1$ at every $r$.

```lean
/-- For `Z > 0`, the integral of the 1s radial density from `R` to infinity in closed form. -/
theorem radial_integral {Z : ℝ} (hZ : 0 < Z) (R : ℝ) :
    ∫ r in Ioi R, 4 * Z ^ 3 * r ^ 2 * Real.exp (-(2 * Z * r))
      = (1 + 2 * Z * R + 2 * Z ^ 2 * R ^ 2) * Real.exp (-(2 * Z * R)) := by
  have h := integral_Ioi_of_hasDerivAt_of_nonneg' (a := R)
    (fun r _ => hasDerivAt_tail Z r) (fun r _ => by positivity) (tendsto_tail hZ).neg
  rw [h]
  ring
```

`Ioi R` is the open half-line $(R,\infty)$. The fundamental theorem of calculus gives the limit of the antiderivative at infinity minus its value at $R$:

$$\int_R^\infty4Z^3r^2e^{-2Zr}\,dr=0-\left[-(1+2ZR+2Z^2R^2)e^{-2ZR}\right].$$

The Mathlib theorem used here also asks for a non-negative integrand, from which it obtains convergence. As a statement about an integral on the line, this holds for every real $R$. For $Z=1$ it reads

$$\int_R^\infty4r^2e^{-2r}\,dr=(1+2R+2R^2)e^{-2R}.$$

## From the volume to the radius

```lean
/-- For `Z ≥ 0` and `R ≥ 0`, the volume integral of `orbital1s Z x ^ 2` outside the sphere of radius
`R` equals the integral of `4Z³r² exp(-2Zr)` over `r > R`. -/
theorem probBeyond_eq_radial {Z R : ℝ} (hZ : 0 ≤ Z) (hR : 0 ≤ R) :
    probBeyond Z R = ∫ r in Ioi R, 4 * Z ^ 3 * r ^ 2 * Real.exp (-(2 * Z * r)) := by
  let f : ℝ → ℝ := (Ioi R).indicator fun r => Z ^ 3 / π * Real.exp (-(2 * Z * r))
  have hsq : ∀ x : Space, orbital1s Z x ^ 2 = Z ^ 3 / π * Real.exp (-(2 * Z * ‖x‖)) := by
    intro x
    rw [orbital1s, mul_pow, Real.sq_sqrt (by positivity), ← Real.exp_nat_mul]
    congr 2
    push_cast
    ring
  have hmeas : MeasurableSet {x : Space | R < ‖x‖} :=
    measurableSet_lt measurable_const measurable_norm
  -- the integrand depends on the distance only
  have h1 : probBeyond Z R = ∫ x : Space, f ‖x‖ := by
    rw [probBeyond, ← integral_indicator hmeas]
    congr 1
    funext x
    by_cases hx : R < ‖x‖ <;> simp [f, indicator, hx, hsq]
  have hball : (volume : Measure Space).real (Metric.ball 0 1) = π * 4 / 3 := by
    rw [Measure.real, EuclideanSpace.volume_ball_fin_three, ENNReal.ofReal_one, one_pow,
      one_mul, ENNReal.toReal_ofReal (by positivity)]
  have h2 : ∫ y in Ioi (0 : ℝ), y ^ (3 - 1) • f y
      = ∫ y in Ioi R, y ^ 2 * (Z ^ 3 / π * Real.exp (-(2 * Z * y))) := by
    have h : (fun y : ℝ => y ^ (3 - 1) • f y)
        = (Ioi R).indicator fun y => y ^ 2 * (Z ^ 3 / π * Real.exp (-(2 * Z * y))) := by
      funext y
      by_cases hy : R < y <;> simp [f, indicator, hy]
    rw [h, setIntegral_indicator measurableSet_Ioi, Ioi_inter_Ioi, sup_eq_right.mpr hR]
  -- spherical coordinates, with the volume of the unit ball
  rw [h1, integral_fun_norm_addHaar volume f, hball, finrank_euclideanSpace_fin, h2,
    nsmul_eq_mul, smul_eq_mul, ← integral_const_mul, ← integral_const_mul]
  congr 1
  funext r
  have hpi : π * π⁻¹ = 1 := mul_inv_cancel₀ Real.pi_ne_zero
  push_cast
  linear_combination (4 * Z ^ 3 * r ^ 2 * Real.exp (-(2 * Z * r))) * hpi
```

Squaring the orbital gives $\psi^2=\frac{Z^3}{\pi}e^{-2Z\lVert x\rVert}$, which is `hsq`. Spherical symmetry then gives

$$P(R)=4\pi\int_R^\infty r^2\,\frac{Z^3}{\pi}e^{-2Zr}\,dr=\int_R^\infty4Z^3r^2e^{-2Zr}\,dr .$$

Lean does this without angles. The function `f` equals the squared orbital for $r>R$ and zero otherwise, so that `h1` turns $P(R)$ into an integral over all space. For a function of the distance alone in $n$ dimensions, Mathlib supplies

$$\int f(\lVert x\rVert)\,d^nx=n\,v_n\int_0^\infty r^{n-1}f(r)\,dr,$$

where $v_n$ is the volume of the unit ball. Here $n=3$ and `hball` gives $v_3=4\pi/3$, so the prefactor is $4\pi$. In `h2` the lower limit moves from $0$ to $R$.

This is where $R\ge0$ enters. For $Z>0$ and negative $R$, the left side would cover all of space and stay at $1$, while the right side would pick up an extra contribution from negative $r$.

```lean
/-- For `Z > 0` and `R ≥ 0`, the probability of finding the 1s electron farther than `R` from
the nucleus is `(1 + 2ZR + 2Z²R²) exp(-2ZR)`. -/
theorem probBeyond_eq {Z R : ℝ} (hZ : 0 < Z) (hR : 0 ≤ R) :
    probBeyond Z R = (1 + 2 * Z * R + 2 * Z ^ 2 * R ^ 2) * Real.exp (-(2 * Z * R)) := by
  rw [probBeyond_eq_radial hZ.le hR, radial_integral hZ]
```

This is the formula for $P(R)$ given at the start. The proof rewrites the volume integral as the radial one and inserts its value.

```lean
/-- For `Z > 0` the 1s orbital is normalised over all space. -/
theorem orbital1s_normalised {Z : ℝ} (hZ : 0 < Z) :
    ∫ x : Space, orbital1s Z x ^ 2 = 1 := by
  have hae : ∀ᵐ x : Space, x ∈ {x : Space | 0 < ‖x‖} := by
    have h0 : ({0} : Set Space)ᶜ ∈ ae (volume : Measure Space) :=
      compl_mem_ae_iff.mpr (measure_singleton 0)
    filter_upwards [h0] with x hx
    exact norm_pos_iff.mpr hx
  have h := probBeyond_eq hZ le_rfl
  rw [probBeyond, Measure.restrict_eq_self_of_ae_mem hae] at h
  rw [h]
  simp
```

At $R=0$ the formula gives $P(0)=1$. The region $\lVert x\rVert>0$ is all of space except the nucleus, a single point of zero volume, so $\int\psi^2\,d^3x=1$. The fact `hae` expresses that almost every point lies in this region.

## The classically forbidden region

```lean
/-- For `Z > 0` and `r > 0`, the potential energy exceeds the 1s energy exactly when `r` is
larger than `2/Z`. -/
theorem forbidden_iff {Z r : ℝ} (hZ : 0 < Z) (hr : 0 < r) :
    energy1s Z < coulomb Z r ↔ 2 / Z < r := by
  rw [div_lt_iff₀ hZ, energy1s, coulomb, div_lt_div_iff₀ two_pos hr]
  constructor <;> intro h <;> nlinarith
```

A classical particle cannot be where $V>E$, since its kinetic energy would be negative. For positive $Z$ and $r$,

$$-\frac{Z^2}{2}<-\frac Zr\iff\frac Zr<\frac{Z^2}{2}\iff2<Zr\iff r>\frac2Z .$$

The turning point is therefore $r=2/Z$. The proof clears the denominators, and `nlinarith` settles the remaining inequality in both directions.

```lean
/-- For every `Z > 0`, the 1s electron is found in the classically forbidden region with
probability `13 exp(-4)`. -/
theorem prob_forbidden {Z : ℝ} (hZ : 0 < Z) :
    ∫ x in {x : Space | x ≠ 0 ∧ energy1s Z < coulomb Z ‖x‖}, orbital1s Z x ^ 2
      = 13 * Real.exp (-4) := by
  have hset : {x : Space | x ≠ 0 ∧ energy1s Z < coulomb Z ‖x‖}
      = {x : Space | 2 / Z < ‖x‖} := by
    ext x
    constructor
    · rintro ⟨h0, h⟩
      exact (forbidden_iff hZ (norm_pos_iff.mpr h0)).mp h
    · intro h
      have hx : 0 < ‖x‖ := lt_trans (div_pos two_pos hZ) h
      exact ⟨norm_pos_iff.mp hx, (forbidden_iff hZ hx).mpr h⟩
  have hp := probBeyond_eq hZ (div_pos two_pos hZ).le
  rw [probBeyond] at hp
  rw [hset, hp]
  -- at the turning point the product of charge and radius is two
  have h : Z * (2 / Z) = 2 := by field_simp
  generalize 2 / Z = s at h ⊢
  rw [show 1 + 2 * Z * s + 2 * Z ^ 2 * s ^ 2 = 13 by
      linear_combination (2 + 2 * (Z * s + 2)) * h,
    show -(2 * Z * s) = -4 by linear_combination (-2) * h]
```

The region of integration is defined by the physics, as the points where the potential energy exceeds the total energy; the radius $2/Z$ does not appear in the statement. The condition `x ≠ 0` is there because Lean sets $-Z/0=0$, which would count the nucleus as forbidden.

The fact `hset` uses the preceding theorem to identify the region with $\lVert x\rVert>2/Z$. Putting $ZR=2$ into the formula for $P(R)$ gives

$$P(2/Z)=(1+2\cdot2+2\cdot2^2)\,e^{-2\cdot2}=13e^{-4}.$$

The charge disappears because $P$ depends on $Z$ and $R$ only through their product. The proof does the same: it calls the radius $s$, keeps only the relation $Zs=2$, and reduces the polynomial to $13$ and the exponent to $-4$. For hydrogen, $Z=1$, the turning point is at two bohr.

```lean
/-- The number `13 exp(-4)` lies between 0.238 and 0.239. -/
theorem forbidden_bounds :
    0.238 < 13 * Real.exp (-4) ∧ 13 * Real.exp (-4) < 0.239 := by
  have h4 : Real.exp (-4) = (Real.exp 1 ^ 4)⁻¹ := by
    rw [← Real.exp_nat_mul, ← Real.exp_neg]
    norm_num
  have hlo : (2.718 : ℝ) ^ 4 < Real.exp 1 ^ 4 :=
    pow_lt_pow_left₀ (by linarith [Real.exp_one_gt_d9]) (by norm_num) (by norm_num)
  have hhi : Real.exp 1 ^ 4 < (2.7183 : ℝ) ^ 4 :=
    pow_lt_pow_left₀ (by linarith [Real.exp_one_lt_d9]) (Real.exp_pos 1).le (by norm_num)
  have hpos : 0 < Real.exp 1 ^ 4 := by positivity
  rw [h4, ← div_eq_mul_inv, lt_div_iff₀ hpos, div_lt_iff₀ hpos]
  norm_num at hlo hhi ⊢
  constructor <;> linarith

end

end HydrogenicTail
```

The last theorem turns the closed form into a number. From $2.718<e<2.7183$ it follows that

$$0.238<\frac{13}{2.7183^4}<13e^{-4}<\frac{13}{2.718^4}<0.239 .$$

The facts `hlo` and `hhi` are the bounds on $e^4$, obtained from Mathlib's decimal bounds on $e$. The decimals in the statement are exact fractions, so no rounding is involved. Slightly less than a quarter of the 1s probability lies in the forbidden region.

```lean
#print axioms HydrogenicTail.probBeyond_eq
#print axioms HydrogenicTail.orbital1s_normalised
#print axioms HydrogenicTail.prob_forbidden
#print axioms HydrogenicTail.forbidden_bounds
```

```
'HydrogenicTail.probBeyond_eq' depends on axioms: [propext, Classical.choice, Quot.sound]
'HydrogenicTail.orbital1s_normalised' depends on axioms: [propext, Classical.choice, Quot.sound]
'HydrogenicTail.prob_forbidden' depends on axioms: [propext, Classical.choice, Quot.sound]
'HydrogenicTail.forbidden_bounds' depends on axioms: [propext, Classical.choice, Quot.sound]
```
